# The number of independent complex couplings allowed by a finite symmetry group is the group average of \(|\operatorname{tr}D(g)|^2\)

Consider a \(k\cdot p\) model built on a finite set of \(n\) Bloch states at the zone centre, which have known symmetry but need not be energy eigenstates. At \(k=0\) its Hamiltonian is an \(n\times n\) matrix, and crystal symmetry can force entries of that matrix to vanish or to be tied to one another. Before any constant is fitted, one wants to know how many are left free. If two of the states have the same symmetry, for instance, they may mix, and the count must include that mixing as well as their energies.

Let \(G\) be the finite group of symmetry operations and let \(D(g)\) be the matrix by which \(g\) acts on the \(n\) states. An operator with matrix \(X\) respects the symmetry when \(D(g)X=XD(g)\) for every \(g\). The number of independent complex couplings is the dimension of the space of such \(X\), and the result is

\[
\dim_{\mathbb C}\{X : D(g)X=XD(g)\ \text{for all } g\}=\frac1{|G|}\sum_{g\in G}|\operatorname{tr}D(g)|^2 .
\]

The right-hand side needs only the characters \(\operatorname{tr}D(g)\). The representation may be reducible, and the basis need not be orthonormal, so \(D(g)\) need not be unitary.

## Symmetry operations and the matrices they allow

The states are labelled by a finite type `n`, and the operations form a group `G`, whose finiteness is assumed only when an average is first taken. The scope `ComplexOrder` supplies the partial order in which a complex number is non-negative when it is real and at least zero; it is used later for squared lengths.

In Lean 4 with Mathlib:

```lean
import Mathlib

open Matrix Module
open scoped ComplexOrder

namespace InvariantCouplingCount

noncomputable section

variable {G n : Type*} [Group G] [Fintype n] [DecidableEq n]
```

The representation is a homomorphism `D : G →* Matrix n n ℂ`, meaning that \(D(gh)=D(g)D(h)\) and \(D(1)=1\). Each \(D(g)\) therefore has the inverse \(D(g^{-1})\).

If \(X\) and \(Y\) commute with every \(D(g)\), then so do \(X+Y\) and \(cX\) for complex \(c\). The allowed matrices thus form a complex vector space, `commutant D`. Diagonal energies count as couplings here, along with off-diagonal elements.

```lean
/-- The complex space of matrices that commute with every symmetry operation `D g`. -/
def commutant (D : G →* Matrix n n ℂ) : Submodule ℂ (Matrix n n ℂ) where
  carrier := {X | ∀ g, D g * X = X * D g}
  add_mem' := by
    intro X Y hX hY g
    rw [mul_add, add_mul, hX g, hY g]
  zero_mem' := by
    intro g
    simp
  smul_mem' := by
    intro c X hX g
    rw [mul_smul_comm, smul_mul_assoc, hX g]
```

## The trace of \(X\mapsto AXB\)

The dimension will be found as the trace of a linear map that acts on matrices. The building block is the map \(X\mapsto AXB\) with fixed \(A\) and \(B\).

```lean
/-- The linear map `X ↦ A X B` on matrices. -/
def sandwich (A B : Matrix n n ℂ) : Matrix n n ℂ →ₗ[ℂ] Matrix n n ℂ where
  toFun X := A * X * B
  map_add' X Y := by rw [mul_add, add_mul]
  map_smul' c X := by rw [mul_smul_comm, smul_mul_assoc, RingHom.id_apply]
```

To take its trace, read an \(n\times n\) matrix as a vector with \(n^2\) components, one for each pair of indices.

```lean
/-- Matrices read as vectors of their entries. -/
def entries : Matrix n n ℂ ≃ₗ[ℂ] (n × n → ℂ) where
  toFun X p := X p.1 p.2
  invFun f := Matrix.of fun i j => f (i, j)
  map_add' _ _ := rfl
  map_smul' _ _ := rfl
  left_inv _ := rfl
  right_inv _ := rfl
```

The basis vectors are then the matrices \(E_{kl}\), with a one at position \((k,l)\) and zeros elsewhere. The diagonal element of the map that belongs to \(E_{kl}\) is the \((k,l)\) entry of \(AE_{kl}B\):

\[
(AE_{kl}B)_{kl}=\sum_{i,j}A_{ki}(E_{kl})_{ij}B_{jl}=A_{kk}B_{ll}.
\]

Summing over \(k\) and \(l\) gives

\[
\operatorname{tr}(X\mapsto AXB)=\sum_{k,l}A_{kk}B_{ll}=\operatorname{tr}A\,\operatorname{tr}B .
\]

In the proof, `key` is the first of these formulas. The abstract trace is rewritten as a sum of diagonal elements in the basis given by `entries`, and `Finset.sum_mul_sum` turns the product of the two traces into the matching double sum.

```lean
/-- The trace of the map `X ↦ A X B` is the product of the traces of `A` and `B`. -/
theorem trace_sandwich (A B : Matrix n n ℂ) :
    LinearMap.trace ℂ _ (sandwich A B) = A.trace * B.trace := by
  have key : ∀ k l : n,
      (A * (Matrix.of fun i j => (Pi.single (k, l) 1 : n × n → ℂ) (i, j)) * B) k l
        = A k k * B l l := by
    intro k l
    simp [Matrix.mul_apply, Pi.single_apply, Prod.ext_iff, ite_and]
  rw [LinearMap.trace_eq_matrix_trace ℂ (Basis.ofEquivFun (entries (n := n)))]
  simp only [Matrix.trace, Matrix.diag_apply, LinearMap.toMatrix_apply,
    Basis.ofEquivFun_repr_apply, Basis.coe_ofEquivFun]
  rw [Fintype.sum_prod_type, Finset.sum_mul_sum]
  exact Finset.sum_congr rfl fun k _ => Finset.sum_congr rfl fun l _ => key k l
```

## Averaging over the group projects onto the allowed matrices

Any matrix can be turned into one that respects the symmetry by averaging it over the operations:

\[
P(X)=\frac1{|G|}\sum_{g\in G}D(g)\,X\,D(g^{-1}).
\]

```lean
variable [Fintype G]

/-- The group average `X ↦ (1/|G|) ∑ D(g) X D(g⁻¹)`. -/
def symmetrize (D : G →* Matrix n n ℂ) : Matrix n n ℂ →ₗ[ℂ] Matrix n n ℂ :=
  (Fintype.card G : ℂ)⁻¹ • ∑ g, sandwich (D g) (D g⁻¹)
```

Two facts make \(P\) a projection onto the allowed matrices. First, \(P(X)\) is always allowed. For a fixed operation \(h\),

\[
D(h)P(X)=\frac1{|G|}\sum_g D(hg)\,X\,D(g^{-1})
=\frac1{|G|}\sum_g D(hg)\,X\,D\big((hg)^{-1}\big)D(h)=P(X)D(h).
\]

The middle step uses \((hg)^{-1}h=g^{-1}\). The last holds because \(hg\) runs once through the group as \(g\) does. Second, if \(X\) is already allowed, then \(D(g)XD(g^{-1})=XD(g)D(g^{-1})=X\) for each \(g\), and the average of \(|G|\) equal terms is \(X\).

The statement `LinearMap.IsProj (commutant D) (symmetrize D)` consists of exactly these two facts, and the two bullets of the proof take them in this order. The relabelling \(g\mapsto hg\) is `Equiv.mulLeft h`.

```lean
/-- The group average is a projection onto the matrices allowed by symmetry. -/
theorem symmetrize_isProj (D : G →* Matrix n n ℂ) :
    LinearMap.IsProj (commutant D) (symmetrize D) := by
  have happ : ∀ X, symmetrize D X
      = (Fintype.card G : ℂ)⁻¹ • ∑ g, D g * X * D g⁻¹ := by
    intro X
    simp [symmetrize, sandwich, LinearMap.sum_apply]
  constructor
  · intro X h
    rw [happ, mul_smul_comm, smul_mul_assoc, Finset.mul_sum, Finset.sum_mul]
    congr 1
    -- relabel the group elements by g ↦ h g
    refine Fintype.sum_equiv (Equiv.mulLeft h) _ _ fun g => ?_
    change _ = D (h * g) * X * D (h * g)⁻¹ * D h
    have e : D (h * g)⁻¹ * D h = D g⁻¹ := by
      rw [← map_mul, _root_.mul_inv_rev, inv_mul_cancel_right]
    rw [mul_assoc _ (D (h * g)⁻¹), e, map_mul]
    simp only [mul_assoc]
  · intro X hX
    have e : ∀ g, D g * X * D g⁻¹ = X := by
      intro g
      rw [hX g, mul_assoc, ← map_mul, mul_inv_cancel, map_one, mul_one]
    rw [happ, Finset.sum_congr rfl fun g _ => e g, Finset.sum_const, Finset.card_univ,
      ← Nat.cast_smul_eq_nsmul ℂ, smul_smul,
      inv_mul_cancel₀ (Nat.cast_ne_zero.mpr Fintype.card_ne_zero), one_smul]
```

## An invariant metric for a basis that need not be orthonormal

The trace of \(P\) will contain \(\operatorname{tr}D(g^{-1})\). For unitary matrices this is at once the complex conjugate of \(\operatorname{tr}D(g)\). In the general case one first builds a scalar product that the group preserves, with the matrix

\[
S=\sum_{h\in G}D(h)^\dagger D(h).
\]

```lean
/-- The sum `∑ D(h)ᴴ D(h)` over the group, used as the matrix of a scalar product. -/
def metric (D : G →* Matrix n n ℂ) : Matrix n n ℂ := ∑ h, (D h)ᴴ * D h
```

This matrix is invertible. Suppose \(Sv=0\). Then

\[
0=v^\dagger Sv=\sum_{h}\big(D(h)v\big)^\dagger\big(D(h)v\big)=\sum_h\|D(h)v\|^2 .
\]

A sum of non-negative terms vanishes only if every term does. The term \(h=1\) is \(\|v\|^2\), so \(v=0\).

The proof assumes that the determinant is zero and takes a non-zero vector `v` that \(S\) annihilates. The auxiliary statement `hsum` expands the quadratic form by induction over finite sets of operations, and the identity term then contradicts `hv`, which says that `v` is not zero.

```lean
/-- The matrix `metric D` has a non-zero determinant. -/
theorem metric_det_ne_zero (D : G →* Matrix n n ℂ) : (metric D).det ≠ 0 := by
  classical
  intro h0
  obtain ⟨v, hv, hSv⟩ := Matrix.exists_mulVec_eq_zero_iff.mpr h0
  have hsum : ∀ s : Finset G, star v ⬝ᵥ ((∑ h ∈ s, (D h)ᴴ * D h) *ᵥ v)
      = ∑ h ∈ s, star (D h *ᵥ v) ⬝ᵥ (D h *ᵥ v) := by
    intro s
    induction s using Finset.induction_on with
    | empty => simp
    | insert a s ha ih =>
      rw [Finset.sum_insert ha, Finset.sum_insert ha, Matrix.add_mulVec, dotProduct_add, ih,
        Matrix.star_mulVec, ← Matrix.dotProduct_mulVec, Matrix.mulVec_mulVec]
  have hz : ∑ h, star (D h *ᵥ v) ⬝ᵥ (D h *ᵥ v) = 0 := by
    rw [← hsum]
    change star v ⬝ᵥ (metric D *ᵥ v) = 0
    rw [hSv, dotProduct_zero]
  -- a vanishing sum of squared lengths forces the identity term to vanish
  have h1 := (Finset.sum_eq_zero_iff_of_nonneg
    (fun h _ => dotProduct_star_self_nonneg (D h *ᵥ v))).mp hz 1 (Finset.mem_univ _)
  rw [map_one, Matrix.one_mulVec] at h1
  exact hv (dotProduct_star_self_eq_zero.mp h1)
```

## The character of an inverse operation

For a fixed \(g\), the metric is invariant because \(hg\) runs through the group as \(h\) does:

\[
D(g)^\dagger S\,D(g)=\sum_h D(hg)^\dagger D(hg)=S .
\]

Multiplying on the right by \(D(g^{-1})\) gives \(S\,D(g^{-1})=D(g)^\dagger S\), and hence

\[
D(g^{-1})=S^{-1}D(g)^\dagger S,\qquad
\operatorname{tr}D(g^{-1})=\operatorname{tr}D(g)^\dagger=\overline{\operatorname{tr}D(g)} .
\]

In the proof, `hinv` is the invariance of \(S\) and `hS` is the relation obtained from it. The final `calc` inserts \(S^{-1}S\) and uses the cyclic property of the trace.

```lean
/-- The character of an inverse operation is the complex conjugate of the character. -/
theorem character_inv (D : G →* Matrix n n ℂ) (g : G) :
    (D g⁻¹).trace = star (D g).trace := by
  have hu : IsUnit (metric D).det := isUnit_iff_ne_zero.mpr (metric_det_ne_zero D)
  have hinv : (D g)ᴴ * metric D * D g = metric D := by
    unfold metric
    rw [Finset.mul_sum, Finset.sum_mul]
    refine Fintype.sum_equiv (Equiv.mulRight g) _ _ fun h => ?_
    change _ = (D (h * g))ᴴ * D (h * g)
    rw [map_mul, conjTranspose_mul]
    simp only [mul_assoc]
  have hS : metric D * D g⁻¹ = (D g)ᴴ * metric D := by
    calc metric D * D g⁻¹ = ((D g)ᴴ * metric D * D g) * D g⁻¹ := by rw [hinv]
      _ = (D g)ᴴ * metric D := by
        rw [mul_assoc, ← map_mul, mul_inv_cancel, map_one, mul_one]
  calc (D g⁻¹).trace = ((metric D)⁻¹ * (metric D * D g⁻¹)).trace := by
        rw [← mul_assoc, Matrix.nonsing_inv_mul _ hu, one_mul]
    _ = ((metric D)⁻¹ * ((D g)ᴴ * metric D)).trace := by rw [hS]
    _ = ((D g)ᴴ).trace := by
        rw [Matrix.trace_mul_comm, mul_assoc, Matrix.mul_nonsing_inv _ hu, mul_one]
    _ = star (D g).trace := Matrix.trace_conjTranspose _
```

The conjugate matters for the count. If it is lost, the average of \(|\operatorname{tr}D(g)|^2\) becomes the average of \((\operatorname{tr}D(g))^2\). The two agree whenever all characters are real, so the slip goes unnoticed in many point groups. Take instead a single state on which a threefold rotation acts as \(\omega=e^{2\pi i/3}\). The squares add up to \(1+\omega^2+\omega^4=0\), which would leave no allowed coupling at all, although the energy of the state is plainly one. The squared moduli add up to 3, and division by \(|G|=3\) gives the correct count of 1.

## The count of allowed couplings

The trace of a projection is the dimension of the space it projects onto: in a basis adapted to the projection it is diagonal, with a one for each direction in that space and a zero for each remaining direction. Therefore

\[
\dim_{\mathbb C}\{X\ \text{allowed}\}=\operatorname{tr}P
=\frac1{|G|}\sum_g\operatorname{tr}D(g)\,\operatorname{tr}D(g^{-1})
=\frac1{|G|}\sum_g|\operatorname{tr}D(g)|^2 .
\]

In the theorem, `finrank ℂ (commutant D)` is the complex dimension, a natural number that is read as a real number so that it can be compared with the average. The proof applies the trace formula for a projection, substitutes `trace_sandwich` and `character_inv`, and uses `hz`, which is \(z\bar z=|z|^2\). The resulting equation holds between complex numbers and is carried back to the reals by `Complex.ofReal_injective`.

```lean
/-- The number of independent complex couplings allowed by symmetry is the group average of
the squared modulus of the character. -/
theorem finrank_commutant (D : G →* Matrix n n ℂ) :
    (finrank ℂ (commutant D) : ℝ) = (∑ g, ‖(D g).trace‖ ^ 2) / Fintype.card G := by
  have hz : ∀ z : ℂ, z * star z = ((‖z‖ ^ 2 : ℝ) : ℂ) := by
    intro z
    rw [Complex.sq_norm]
    exact Complex.mul_conj z
  -- the dimension is the trace of the projection
  have h := (symmetrize_isProj D).trace
  rw [symmetrize, map_smul, map_sum] at h
  simp only [trace_sandwich, character_inv, hz] at h
  apply Complex.ofReal_injective
  push_cast at h ⊢
  rw [← h, smul_eq_mul, div_eq_inv_mul]
```

As an example, leave spin aside and take one s orbital on each of three equivalent sites in the unit cell, permuted in all six possible ways by the symmetry group. The character is the number of sites left in place: 3 for the identity, 0 for each of the two threefold rotations and 1 for each of the three reflections. The average is \((9+0+3)/6=2\), one constant for the on-site energy and one for the coupling between different sites.

For a model with finitely many states and a finite group of linear symmetries, the average tells how many constants symmetry leaves free at \(k=0\). If the basis states are chosen to be energy eigenstates, the constants that mix different levels are zero by that choice. Terms that depend on \(k\) are not counted, and time reversal, being antiunitary, may reduce the number further. With spin included, \(G\) is to be read as the double group.

The theorem counts complex parameters, whereas a Hamiltonian in an orthonormal basis is Hermitian and has real ones. For unitary \(D\) the two numbers agree by a short argument that is not part of the code: if \(X\) is allowed, so is \(X^\dagger\), and \(X\) splits uniquely into \(Y+iZ\) with \(Y\) and \(Z\) Hermitian and allowed.

## When only a common energy is left

The identity matrix is always allowed, since it shifts all levels together. If there is at least one state, this matrix is not zero, and the space of allowed matrices has dimension one exactly when every allowed \(X\) equals \(c\,1\) for some complex \(c\). By the count above, this happens exactly when the average equals one. All \(n\) states then share a single energy at the zone centre.

The hypothesis `[Nonempty n]` is needed: with no states the average is zero, while the condition on \(X\) holds trivially. The proof replaces the average by the dimension and applies the criterion that a space has dimension one when a given non-zero vector spans it, with the identity matrix as that vector. The theorem speaks of commuting matrices and not of invariant subspaces; the link to irreducibility is made by Schur's lemma and complete reducibility.

```lean
/-- If there is at least one state, the group average of the squared modulus of the character equals
one exactly when every matrix allowed by symmetry is a multiple of the identity. -/
theorem average_eq_one_iff [Nonempty n] (D : G →* Matrix n n ℂ) :
    (∑ g, ‖(D g).trace‖ ^ 2) / Fintype.card G = 1 ↔
      ∀ X : Matrix n n ℂ, (∀ g, D g * X = X * D g) → ∃ c : ℂ, c • 1 = X := by
  have h1 : (1 : Matrix n n ℂ) ∈ commutant D := fun g => by rw [mul_one, one_mul]
  have hne : (⟨1, h1⟩ : commutant D) ≠ 0 := fun h => one_ne_zero (congrArg Subtype.val h)
  rw [← finrank_commutant, Nat.cast_eq_one, finrank_eq_one_iff_of_nonzero' _ hne]
  constructor
  · intro h X hX
    obtain ⟨c, hc⟩ := h ⟨X, hX⟩
    exact ⟨c, congrArg Subtype.val hc⟩
  · rintro h ⟨X, hX⟩
    obtain ⟨c, hc⟩ := h X hX
    exact ⟨c, Subtype.ext hc⟩


end

end InvariantCouplingCount
```

The same argument also counts the couplings between two different sets of states, on which the group acts by \(D\) and \(E\). The allowed off-diagonal blocks satisfy \(D(g)X=XE(g)\), and averaging \(D(g)XE(g^{-1})\) over the group projects onto them. The number of independent complex constants in such a block is

\[
\frac1{|G|}\sum_{g}\operatorname{tr}D(g)\,\overline{\operatorname{tr}E(g)},
\]

which vanishes when the two sets have no irreducible representation in common.

```lean
#print axioms InvariantCouplingCount.finrank_commutant
-- 'InvariantCouplingCount.finrank_commutant' depends on axioms: [propext, Classical.choice, Quot.sound]
#print axioms InvariantCouplingCount.average_eq_one_iff
-- 'InvariantCouplingCount.average_eq_one_iff' depends on axioms: [propext, Classical.choice, Quot.sound]
```
